# Projected response orbitals make the second-order energy stationary exactly when they solve the self-consistent Sternheimer equations

A linear-response calculation can minimise a second-order energy over trial response orbitals and stop when the gradient, projected out of the occupied space, vanishes. For response orbitals orthogonal to the occupied space, the projected gradient is twice the residual of the self-consistent Sternheimer equations, so this stopping test and a converged Sternheimer solver describe the same responses. The equivalence is proved here for real orbitals with fixed integer occupations on a finite grid.

## Orbitals, density and energy

The finite type `ι` labels grid points and `o` labels occupied orbitals. Operators are real matrices, and ⟨x, y⟩ = Σ_r x(r)y(r) is written `x ⬝ᵥ y` in Lean. A uniform cell volume is absorbed into the orbitals and the interaction matrix.

```lean
import Mathlib

open Matrix

namespace SelfConsistentSternheimer

noncomputable section

variable {ι o : Type*} [Fintype ι] [DecidableEq ι] [Fintype o] [DecidableEq o]
```

The unperturbed Hamiltonian H has occupied orbitals ψ_v with energies e_v:

⟨ψ_v, ψ_w⟩ = δ_vw,  Hψ_v = e_vψ_v.

They need not be the lowest eigenvectors, and no gap is assumed.

```lean
/-- The occupied orbitals are orthonormal eigenvectors of `H` with orbital energies `e`. -/
structure Occupied (H : Matrix ι ι ℝ) (e : o → ℝ) (ψ : o → ι → ℝ) : Prop where
  orth : ∀ v w, ψ v ⬝ᵥ ψ w = if v = w then 1 else 0
  eig : ∀ v, H *ᵥ ψ v = e v • ψ v
```

The complementary projector subtracts the occupied components:

Qx = x − Σ_v ⟨ψ_v, x⟩ψ_v.

```lean
/-- The complementary projector `Q`, which removes the occupied components of a vector. -/
def projQ (ψ : o → ι → ℝ) (x : ι → ℝ) : ι → ℝ := x - ∑ v, (ψ v ⬝ᵥ x) • ψ v
```

Let φ_v be the trial first-order change of ψ_v. Varying the density Σ_v ψ_v(r)² gives

n[φ](r) = 2 Σ_v ψ_v(r)φ_v(r).

The factor 2 comes from differentiating the square; each orbital holds one electron. With two electrons per orbital the density response would be twice as large. This amounts to replacing K by 2K below, with F then equal to half the second-order energy.

```lean
/-- The first-order density of singly occupied real orbitals. -/
def density (ψ φ : o → ι → ℝ) : ι → ℝ := fun r => 2 * ∑ v, ψ v r * φ v r
```

The matrix V is the bare perturbation. K is the Hartree and exchange-correlation kernel, taken as given; it is symmetric when it is a second derivative of an energy with respect to the density. The perturbation felt by the orbitals is

W[φ] = V + diag(K n[φ]).

```lean
/-- The self-consistent first-order potential `V + diag (K n1)`. -/
def scfPotential (V K : Matrix ι ι ℝ) (ψ φ : o → ι → ℝ) : Matrix ι ι ℝ :=
  V + diagonal (K *ᵥ density ψ φ)
```

The second-order energy, up to terms independent of φ, is

F(φ) = Σ_v [⟨φ_v, (H − e_v)φ_v⟩ + 2⟨φ_v, Vψ_v⟩] + ½⟨n[φ], K n[φ]⟩.

```lean
/-- The second-order energy functional of the trial response orbitals `φ`. -/
def functional (H V K : Matrix ι ι ℝ) (e : o → ℝ) (ψ φ : o → ι → ℝ) : ℝ :=
  ∑ v, (φ v ⬝ᵥ (H *ᵥ φ v - e v • φ v) + 2 * (φ v ⬝ᵥ V *ᵥ ψ v))
    + 1 / 2 * (density ψ φ ⬝ᵥ K *ᵥ density ψ φ)
```

Its purely quadratic part is

S(δ) = Σ_v ⟨δ_v, (H − e_v)δ_v⟩ + ½⟨n[δ], K n[δ]⟩.

This is the coefficient of t² along a line, hence half the second derivative.

```lean
/-- The part of the functional that is quadratic in the response orbitals. -/
def secondVariation (H K : Matrix ι ι ℝ) (e : o → ℝ) (ψ δ : o → ι → ℝ) : ℝ :=
  ∑ v, δ v ⬝ᵥ (H *ᵥ δ v - e v • δ v) + 1 / 2 * (density ψ δ ⬝ᵥ K *ᵥ density ψ δ)
```

A response is admissible if Qφ_v = φ_v for every v.

```lean
/-- Every response orbital is left unchanged by `Q`. -/
def Admissible (ψ φ : o → ι → ℝ) : Prop := ∀ v, projQ ψ (φ v) = φ v
```

Stationarity means that the derivative of F(φ + tδ) at t = 0 exists and vanishes for every admissible direction δ. `HasDerivAt` expresses both requirements.

```lean
/-- The functional has zero derivative at `φ` along every admissible direction. -/
def Stationary (H V K : Matrix ι ι ℝ) (e : o → ℝ) (ψ φ : o → ι → ℝ) : Prop :=
  ∀ δ, Admissible ψ δ →
    HasDerivAt (fun t : ℝ => functional H V K e ψ (φ + t • δ)) 0 0
```

The equations to be recovered are, for every v,

(H − e_v)φ_v = −Q W[φ]ψ_v.

They are coupled, because W[φ] contains the density response of all the orbitals.

```lean
/-- The self-consistent Sternheimer equations for all occupied orbitals. -/
def Sternheimer (H V K : Matrix ι ι ℝ) (e : o → ℝ) (ψ φ : o → ι → ℝ) : Prop :=
  ∀ v, H *ᵥ φ v - e v • φ v = -projQ ψ (scfPotential V K ψ φ *ᵥ ψ v)
```

## Symmetry and projection

For a symmetric matrix A, exchanging the summation indices gives

⟨x, Ay⟩ = ⟨y, Ax⟩.

```lean
variable {H V K : Matrix ι ι ℝ} {e : o → ℝ} {ψ : o → ι → ℝ}

omit [DecidableEq ι] in
/-- A symmetric operator can be moved from one side of the scalar product to the other. -/
lemma symm_dot {A : Matrix ι ι ℝ} (hA : A.IsSymm) (x y : ι → ℝ) :
    x ⬝ᵥ A *ᵥ y = y ⬝ᵥ A *ᵥ x := by
  rw [Matrix.dotProduct_mulVec, ← Matrix.mulVec_transpose, hA.eq, dotProduct_comm]
```

Expanding the definition of Q gives

⟨x, Qy⟩ = ⟨x, y⟩ − Σ_v ⟨ψ_v, y⟩⟨x, ψ_v⟩.

```lean
omit [DecidableEq ι] [DecidableEq o] in
/-- Matrix elements of the complementary projector. -/
lemma dot_projQ (x y : ι → ℝ) :
    x ⬝ᵥ projQ ψ y = x ⬝ᵥ y - ∑ v, (ψ v ⬝ᵥ y) * (x ⬝ᵥ ψ v) := by
  rw [projQ, dotProduct_sub, dotProduct_sum]
  simp only [dotProduct_smul, smul_eq_mul]
```

If Qx = x, then orthonormality yields

⟨ψ_w, x⟩ = ⟨ψ_w, Qx⟩ = ⟨ψ_w, x⟩ − ⟨ψ_w, x⟩ = 0.

Conversely, if all these overlaps vanish, Q subtracts nothing. Admissible therefore means orthogonal to the whole occupied space.

```lean
omit [DecidableEq ι] in
/-- A vector is fixed by `Q` exactly when it is orthogonal to all occupied orbitals. -/
theorem projQ_eq_self_iff (hψ : Occupied H e ψ) (x : ι → ℝ) :
    projQ ψ x = x ↔ ∀ w, ψ w ⬝ᵥ x = 0 := by
  constructor
  · intro h w
    rw [← h, dot_projQ]
    simp [hψ.orth]
  · intro h
    simp [projQ, h]
```

## The exact expansion along a line

For a local potential u, exchanging the sums over r and v gives

⟨n[δ], u⟩ = 2 Σ_v ⟨δ_v, diag(u)ψ_v⟩.

This turns the interaction energy into a potential acting on orbitals.

```lean
omit [DecidableEq o] in
/-- The energy of a first-order density in a potential `u`, written with the orbitals. -/
lemma density_dot (δ : o → ι → ℝ) (u : ι → ℝ) :
    density ψ δ ⬝ᵥ u = 2 * ∑ v, δ v ⬝ᵥ (diagonal u *ᵥ ψ v) := by
  simp only [density, dotProduct, Matrix.mulVec_diagonal]
  rw [Finset.sum_comm]
  simp only [Finset.mul_sum, Finset.sum_mul]
  exact Finset.sum_congr rfl fun r _ => Finset.sum_congr rfl fun v _ => by ring
```

Now replace φ by φ + tδ. Symmetry of H combines the two cross terms:

⟨φ_v + tδ_v, (H − e_v)(φ_v + tδ_v)⟩ = ⟨φ_v, (H − e_v)φ_v⟩ + 2t⟨δ_v, (H − e_v)φ_v⟩ + t²⟨δ_v, (H − e_v)δ_v⟩.

The V term adds 2t⟨δ_v, Vψ_v⟩. Since n[φ + tδ] = n[φ] + t n[δ], symmetry of K makes the linear part of the interaction energy

t⟨n[δ], K n[φ]⟩ = 2t Σ_v ⟨δ_v, diag(K n[φ])ψ_v⟩.

Collecting powers of t,

F(φ + tδ) = F(φ) + 2t Σ_v ⟨δ_v, g_v⟩ + t²S(δ),

g_v = (H − e_v)φ_v + W[φ]ψ_v.

In the proof, `hv` is the orbital expansion and `hn` the linearity of the density; the last `linear_combination` inserts the symmetry of K and the density identity. V enters only linearly, so it need not be symmetric.

```lean
omit [DecidableEq o] in
/-- The exact expansion of the functional along a line of trial responses. -/
theorem functional_expansion (hH : H.IsSymm) (hK : K.IsSymm) (φ δ : o → ι → ℝ) (t : ℝ) :
    functional H V K e ψ (φ + t • δ) = functional H V K e ψ φ
      + t * (2 * ∑ v, δ v ⬝ᵥ (H *ᵥ φ v - e v • φ v + scfPotential V K ψ φ *ᵥ ψ v))
      + t ^ 2 * secondVariation H K e ψ δ := by
  -- orbital part, one occupied state at a time
  have hv : ∀ v, (φ + t • δ) v ⬝ᵥ (H *ᵥ (φ + t • δ) v - e v • (φ + t • δ) v)
      + 2 * ((φ + t • δ) v ⬝ᵥ V *ᵥ ψ v)
      = (φ v ⬝ᵥ (H *ᵥ φ v - e v • φ v) + 2 * (φ v ⬝ᵥ V *ᵥ ψ v))
        + t * (2 * (δ v ⬝ᵥ (H *ᵥ φ v - e v • φ v + V *ᵥ ψ v)))
        + t ^ 2 * (δ v ⬝ᵥ (H *ᵥ δ v - e v • δ v)) := by
    intro v
    have h := symm_dot hH (φ v) (δ v)
    have c := dotProduct_comm (φ v) (δ v)
    simp only [Pi.add_apply, Pi.smul_apply, mulVec_add, mulVec_smul, dotProduct_add,
      dotProduct_sub, add_dotProduct, smul_dotProduct, dotProduct_smul, smul_eq_mul]
    linear_combination t * h - t * e v * c
  -- the density is linear in the response
  have hn : density ψ (φ + t • δ) = density ψ φ + t • density ψ δ := by
    funext r
    simp only [density, Pi.add_apply, Pi.smul_apply, smul_eq_mul, mul_add,
      Finset.sum_add_distrib, Finset.mul_sum]
    congr 1
    exact Finset.sum_congr rfl fun v _ => by ring
  have hk := symm_dot hK (density ψ φ) (density ψ δ)
  have hp := density_dot (ψ := ψ) δ (K *ᵥ density ψ φ)
  unfold functional secondVariation
  rw [hn, Finset.sum_congr rfl (fun v _ => hv v)]
  simp only [scfPotential, add_mulVec, mulVec_add, mulVec_smul, dotProduct_add,
    add_dotProduct, smul_dotProduct, dotProduct_smul, smul_eq_mul,
    Finset.sum_add_distrib, ← Finset.mul_sum]
  linear_combination (t / 2) * hk + t * hp
```

The derivative at t = 0 is the linear coefficient, 2 Σ_v ⟨δ_v, g_v⟩.

```lean
omit [DecidableEq o] in
/-- The directional derivative of the functional at any trial response. -/
theorem hasDerivAt_functional (hH : H.IsSymm) (hK : K.IsSymm) (φ δ : o → ι → ℝ) :
    HasDerivAt (fun t : ℝ => functional H V K e ψ (φ + t • δ))
      (2 * ∑ v, δ v ⬝ᵥ (H *ᵥ φ v - e v • φ v + scfPotential V K ψ φ *ᵥ ψ v)) 0 := by
  have poly : ∀ a b c : ℝ, HasDerivAt (fun t : ℝ => a + t * b + t ^ 2 * c) b 0 := by
    intro a b c
    have h := (((hasDerivAt_id' (0 : ℝ)).mul_const b).const_add a).fun_add
      (((hasDerivAt_id' (0 : ℝ)).fun_pow 2).mul_const c)
    exact h.congr_deriv (by simp)
  simp only [functional_expansion hH hK]
  exact poly _ _ _
```

## From a vanishing derivative to the Sternheimer equations

Define the projected residual

R_v = (H − e_v)φ_v + Q W[φ]ψ_v.

It is admissible: Q removes the occupied components of its second term, and for the first

⟨ψ_w, (H − e_v)φ_v⟩ = (e_w − e_v)⟨ψ_w, φ_v⟩ = 0.

An admissible δ_v is orthogonal to everything that Q removes, so ⟨δ_v, g_v⟩ = ⟨δ_v, R_v⟩. If φ is stationary, the choice δ = R gives

0 = 2 Σ_v ⟨R_v, R_v⟩.

Every term is nonnegative, so every R_v vanishes, which is the Sternheimer equation. Conversely, R = 0 makes every admissible derivative zero. In Lean, `hR` proves admissibility and `hd` rewrites the derivative; `unique` equates the two values of the derivative along R.

```lean
/-- On admissible responses, the functional is stationary exactly at the solutions of the
self-consistent Sternheimer equations. -/
theorem stationary_iff_sternheimer (hH : H.IsSymm) (hK : K.IsSymm) (hψ : Occupied H e ψ)
    {φ : o → ι → ℝ} (hφ : Admissible ψ φ) :
    Stationary H V K e ψ φ ↔ Sternheimer H V K e ψ φ := by
  let R : o → ι → ℝ := fun v =>
    H *ᵥ φ v - e v • φ v + projQ ψ (scfPotential V K ψ φ *ᵥ ψ v)
  -- the projected residual is itself an admissible direction
  have hR : Admissible ψ R := fun v => (projQ_eq_self_iff hψ _).2 fun w => by
    have h1 := (projQ_eq_self_iff hψ _).1 (hφ v) w
    have h2 : ψ w ⬝ᵥ projQ ψ (scfPotential V K ψ φ *ᵥ ψ v) = 0 := by
      rw [dot_projQ]
      simp [hψ.orth]
    change ψ w ⬝ᵥ (H *ᵥ φ v - e v • φ v + projQ ψ (scfPotential V K ψ φ *ᵥ ψ v)) = 0
    rw [dotProduct_add, dotProduct_sub, h2, symm_dot hH, hψ.eig, dotProduct_smul,
      dotProduct_smul, dotProduct_comm (φ v), h1]
    simp
  -- admissible directions only see the projected residual
  have hd : ∀ δ, Admissible ψ δ → HasDerivAt
      (fun t : ℝ => functional H V K e ψ (φ + t • δ)) (2 * ∑ v, δ v ⬝ᵥ R v) 0 := by
    intro δ hδ
    refine (hasDerivAt_functional hH hK φ δ).congr_deriv ?_
    congr 1
    refine Finset.sum_congr rfl fun v _ => ?_
    have h0 : ∀ w, δ v ⬝ᵥ ψ w = 0 := fun w => by
      rw [dotProduct_comm]
      exact (projQ_eq_self_iff hψ _).1 (hδ v) w
    simp only [R, dotProduct_add, dot_projQ, h0, mul_zero, Finset.sum_const_zero, sub_zero]
  constructor
  · intro hs v
    have h := (hd R hR).unique (hs R hR)
    have hnn : ∀ w ∈ Finset.univ, 0 ≤ R w ⬝ᵥ R w := fun w _ =>
      Finset.sum_nonneg fun i _ => mul_self_nonneg (R w i)
    have hz := (Finset.sum_eq_zero_iff_of_nonneg hnn).1 (by linarith) v (Finset.mem_univ v)
    exact eq_neg_of_add_eq_zero_left (dotProduct_self_eq_zero.1 hz)
  · intro hS δ hδ
    have hz : ∀ v, R v = 0 := fun v => by
      simp only [R]
      rw [hS v, neg_add_cancel]
    exact (hd δ hδ).congr_deriv (by simp [hz])
```

Symmetry of H matters. Take two grid points, one orbital ψ = (1, 0), e = 0, K = 0, and matrices with rows

H = [(0, 1), (0, 1)],  V = [(0, −1), (−1, 0)].

Then Hψ = 0, and the admissible responses are φ = (0, a), with F = a² − 2a. The point a = 1 is stationary, but Hφ = (1, 1) while −QVψ = (0, 1).

## Energy error and minimisation

Let φ be an admissible Sternheimer solution and χ another admissible response. Their difference is admissible, so the linear term vanishes, and the expansion at t = 1 gives

F(χ) − F(φ) = S(χ − φ).

In this finite model the error in the second-order energy is exactly quadratic in the error of the response orbitals.

```lean
/-- Around a self-consistent solution, the error of the functional at an admissible trial
response is exactly the second variation of the orbital error. -/
theorem functional_error (hH : H.IsSymm) (hK : K.IsSymm) (hψ : Occupied H e ψ)
    {φ χ : o → ι → ℝ} (hφ : Admissible ψ φ) (hχ : Admissible ψ χ)
    (hS : Sternheimer H V K e ψ φ) :
    functional H V K e ψ χ - functional H V K e ψ φ
      = secondVariation H K e ψ (χ - φ) := by
  have hδ : Admissible ψ (χ - φ) := fun v => (projQ_eq_self_iff hψ _).2 fun w => by
    rw [Pi.sub_apply, dotProduct_sub, (projQ_eq_self_iff hψ _).1 (hχ v) w,
      (projQ_eq_self_iff hψ _).1 (hφ v) w, sub_zero]
  have h0 := ((stationary_iff_sternheimer hH hK hψ hφ).2 hS _ hδ).unique
    (hasDerivAt_functional hH hK φ (χ - φ))
  have h := functional_expansion (V := V) (e := e) (ψ := ψ) hH hK φ (χ - φ) 1
  rw [one_smul, add_sub_cancel, ← h0] at h
  linarith
```

A neighbouring identity follows by taking φ itself as the direction. The vanishing linear coefficient reads

Σ_v ⟨φ_v, (H − e_v)φ_v⟩ + Σ_v ⟨φ_v, Vψ_v⟩ + ½⟨n[φ], K n[φ]⟩ = 0,

and subtracting it from F leaves F(φ) = Σ_v ⟨φ_v, Vψ_v⟩ at a solution.

Stationary points are minimisers under a further hypothesis: S(δ) ≥ 0 for every admissible δ. Physically, no small real change of the orbitals out of the occupied space lowers the unperturbed energy to second order. The error formula then gives F(χ) ≥ F(φ). In the other direction, a minimiser over admissible responses is a minimum along each admissible line, so its derivatives vanish and the equivalence applies. The theorem asserts neither that a minimiser exists nor that it is unique.

```lean
/-- If the second variation is nonnegative on admissible responses, the Sternheimer solutions
are exactly the minimisers of the functional among admissible responses. -/
theorem sternheimer_iff_minimiser (hH : H.IsSymm) (hK : K.IsSymm) (hψ : Occupied H e ψ)
    (hpos : ∀ δ, Admissible ψ δ → 0 ≤ secondVariation H K e ψ δ)
    {φ : o → ι → ℝ} (hφ : Admissible ψ φ) :
    Sternheimer H V K e ψ φ ↔
      ∀ χ, Admissible ψ χ → functional H V K e ψ φ ≤ functional H V K e ψ χ := by
  have hline : ∀ χ δ : o → ι → ℝ, Admissible ψ χ → Admissible ψ δ → ∀ t : ℝ,
      Admissible ψ (χ + t • δ) := fun χ δ hχ hδ t v =>
    (projQ_eq_self_iff hψ _).2 fun w => by
      rw [Pi.add_apply, Pi.smul_apply, dotProduct_add, dotProduct_smul,
        (projQ_eq_self_iff hψ _).1 (hχ v) w, (projQ_eq_self_iff hψ _).1 (hδ v) w]
      simp
  constructor
  · intro hS χ hχ
    have h := functional_error hH hK hψ hφ hχ hS
    have hδ : Admissible ψ (χ - φ) := by
      have h1 := hline χ φ hχ hφ (-1)
      rwa [neg_one_smul, ← sub_eq_add_neg] at h1
    linarith [hpos _ hδ]
  · intro hmin
    refine (stationary_iff_sternheimer hH hK hψ hφ).1 fun δ hδ => ?_
    have hd := hasDerivAt_functional (V := V) (e := e) (ψ := ψ) hH hK φ δ
    have hm : IsLocalMin (fun t : ℝ => functional H V K e ψ (φ + t • δ)) 0 :=
      Filter.Eventually.of_forall fun t => by
        have h := hmin _ (hline φ δ hφ hδ t)
        simpa only [zero_smul, add_zero] using h
    have h0 := hm.hasDerivAt_eq_zero hd
    exact hd.congr_deriv h0
```

A two-point grid supplies a concrete case with an interacting response. Here ψ = (3/5, 4/5) has energy 0, and φ = (4, −3) satisfies Hφ = 25φ. The density response is n[φ] = (24/5, −24/5), and projecting the self-consistent perturbation gives

−Q W[φ]ψ = (100, −75) = Hφ.

Moreover, S(δ) ≥ 0 for all δ, because H and K are both positive semidefinite and e = 0.

```lean
/-- A two-point grid with one occupied orbital, a nonnegative second variation and a
self-consistent response whose first-order density is nonzero. -/
theorem sternheimer_witness :
    let H : Matrix (Fin 2) (Fin 2) ℝ := !![16, -12; -12, 9]
    let V : Matrix (Fin 2) (Fin 2) ℝ := !![0, 0; 0, 1625 / 6]
    let K : Matrix (Fin 2) (Fin 2) ℝ := !![625 / 576, 0; 0, 625 / 576]
    let e : Fin 1 → ℝ := fun _ => 0
    let ψ : Fin 1 → Fin 2 → ℝ := fun _ => ![3 / 5, 4 / 5]
    let φ : Fin 1 → Fin 2 → ℝ := fun _ => ![4, -3]
    H.IsSymm ∧ K.IsSymm ∧ Occupied H e ψ ∧ Admissible ψ φ ∧ Sternheimer H V K e ψ φ ∧
      (∀ δ, 0 ≤ secondVariation H K e ψ δ) ∧ density ψ φ 0 = 24 / 5 := by
  intro H V K e ψ φ
  refine ⟨?_, ?_, ⟨?_, ?_⟩, ?_, ?_, ?_, ?_⟩
  · exact Matrix.IsSymm.ext fun i j => by fin_cases i <;> fin_cases j <;> simp [H]
  · exact Matrix.IsSymm.ext fun i j => by fin_cases i <;> fin_cases j <;> simp [K]
  · intro v w
    rw [Subsingleton.elim v w]
    norm_num [ψ, dotProduct, Fin.sum_univ_two]
  · intro v
    ext i
    fin_cases i <;> norm_num [H, e, ψ, Matrix.mulVec, dotProduct, Fin.sum_univ_two]
  · intro v
    ext i
    fin_cases i <;> norm_num [projQ, ψ, φ, dotProduct, Fin.sum_univ_two]
  · intro v
    ext i
    fin_cases i <;> norm_num [H, V, K, e, ψ, φ, projQ, scfPotential, density,
      Matrix.mulVec, dotProduct, Fin.sum_univ_two, Matrix.diagonal_apply]
  · intro δ
    simp [secondVariation, density, H, K, e, ψ, Matrix.mulVec, dotProduct, Fin.sum_univ_two]
    nlinarith [sq_nonneg (4 * δ 0 0 - 3 * δ 0 1), sq_nonneg (δ 0 0), sq_nonneg (δ 0 1)]
  · norm_num [density, ψ, φ]

end

end SelfConsistentSternheimer
```

```lean
#print axioms SelfConsistentSternheimer.stationary_iff_sternheimer
#print axioms SelfConsistentSternheimer.sternheimer_iff_minimiser
```

```
'SelfConsistentSternheimer.stationary_iff_sternheimer' depends on axioms: [propext, Classical.choice, Quot.sound]
'SelfConsistentSternheimer.sternheimer_iff_minimiser' depends on axioms: [propext, Classical.choice, Quot.sound]
```
